# Swapping the particle labels in a double excitation reverses its phase

Suppose a program gives the same sign to the two ways of pairing holes with particles in a double excitation. The matrix element between the two determinants then comes out, up to an overall sign, as direct plus exchange instead of direct minus exchange. For two electrons of equal spin with a contact interaction, the two integrals are equal and the element should vanish; the program returns twice the direct term, up to that sign.

The problems below derive the correct sign by counting the occupied orbitals that each electron passes.

## Determinants, excitations and phases

Spin orbitals are elements of a linearly ordered type `α`, for instance `Fin M`. A determinant is the finite set $S$ of its occupied orbitals, and the order of `α` fixes the order of its columns.

```lean
import Mathlib

open Finset

namespace DoubleExcitationPhase

variable {α : Type*} [LinearOrder α]
```

Moving an electron from $q$ to $p$ gives $S-q+p$, written `excite S q p`.

```lean
/-- The determinant obtained from `S` by moving an electron from orbital `q` to orbital `p`. -/
def excite (S : Finset α) (q p : α) : Finset α := insert p (S.erase q)
```

The phase of this move is $g(S,q,p)=(-1)^n$, where $n$ is the number of occupied orbitals strictly between $q$ and $p$, whichever of them is lower. It is the sign from moving the new column into its ordered place.

```lean
/-- The phase of the single excitation `q → p`: minus one to the number of occupied orbitals
strictly between `q` and `p`. -/
def phase (S : Finset α) (q p : α) : ℤ :=
  (-1) ^ (S.filter (fun x => (q < x ∧ x < p) ∨ (p < x ∧ x < q))).card
```

For two moves in succession, $q\to p$ and then $s\to r$, the phases multiply:
$$G(q,p;s,r)=g(S,q,p)\,g(S-q+p,s,r).$$
The arguments of `doublePhase` after `S` come in the same order: hole, particle, hole, particle.

```lean
/-- The phase collected by the excitation `q → p` followed by `s → r`. -/
def doublePhase (S : Finset α) (q p s r : α) : ℤ :=
  phase S q p * phase (excite S q p) s r
```

From here on, $q\ne s$ are occupied in $S$ and $p\ne r$ are empty, unless a part says otherwise. In Lean these are the hypotheses `hq`, `hs`, `hqs`, `hp`, `hr` and `hpr`.

## (a) The order sign is antisymmetric

**Task.** Let $\sigma_a(x)=-1$ if $x<a$, and $1$ otherwise. Show that $\sigma_a(b)=-\sigma_b(a)$ for $a\neq b$.

**Solution.** If $a<b$, then $\sigma_a(b)=1$ and $\sigma_b(a)=-1$. If $b<a$, the values are exchanged. In Lean, $\sigma_a(x)$ is `side a x`, and the proof splits into the same two cases.

```lean
/-- The sign `-1` if orbital `x` lies below orbital `a`, and `1` otherwise. -/
def side (a x : α) : ℤ := if x < a then -1 else 1

/-- For two distinct orbitals, the relative-order sign is antisymmetric. -/
theorem side_swap {a b : α} (h : a ≠ b) : side a b = -side b a := by
  rcases lt_or_gt_of_ne h with h1 | h1 <;> simp [side, h1, lt_asymm h1]
```

## (b) A single phase is a product over the electrons that stay

**Task.** For $q\in S$ and $p\notin S$, show that
$$g(S,q,p)=\prod_{x\in S\setminus\{q\}}\sigma_q(x)\,\sigma_p(x).$$

**Solution.** Each $x$ in the product differs from both $q$ and $p$. The factor $\sigma_q(x)\sigma_p(x)$ is $-1$ exactly when $x$ lies below one of them and above the other, that is, strictly between them. The product therefore contains one $-1$ for each occupied orbital passed.

The Lean proof first writes the power of $-1$ as a product over all of $S$, then splits off the factor for $q$, which is $1$, and compares the remaining factors by cases on the order.

```lean
/-- The phase of a single excitation is a product of order signs over the electrons
that do not move. -/
theorem phase_eq_prod {S : Finset α} {q p : α} (hq : q ∈ S) (hp : p ∉ S) :
    phase S q p = ∏ x ∈ S.erase q, side q x * side p x := by
  have h0 : phase S q p =
      ∏ x ∈ S, (if (q < x ∧ x < p) ∨ (p < x ∧ x < q) then (-1 : ℤ) else 1) := by
    rw [Finset.prod_ite]
    simp [phase]
  rw [h0, ← Finset.mul_prod_erase S _ hq]
  -- the moving electron itself contributes no sign
  have h1 : (if (q < q ∧ q < p) ∨ (p < q ∧ q < q) then (-1 : ℤ) else 1) = 1 := by simp
  rw [h1, one_mul]
  refine Finset.prod_congr rfl fun x hx => ?_
  have hxq : x ≠ q := (Finset.mem_erase.mp hx).1
  have hxp : x ≠ p := fun h => hp (h ▸ (Finset.mem_erase.mp hx).2)
  rcases lt_or_gt_of_ne hxq with h2 | h2 <;> rcases lt_or_gt_of_ne hxp with h3 | h3 <;>
    simp [side, h2, h3, lt_asymm h2, lt_asymm h3]
```

## (c) The double phase in closed form

**Task.** With $T=S\setminus\{q,s\}$, show that
$$G(q,p;s,r)=-\sigma_q(s)\,\sigma_r(p)\prod_{x\in T}\sigma_q(x)\sigma_p(x)\sigma_s(x)\sigma_r(x).$$

**Solution.** During the first move the electrons that stay occupy $T\cup\{s\}$, so by (b)
$$g(S,q,p)=\sigma_q(s)\sigma_p(s)\prod_{x\in T}\sigma_q(x)\sigma_p(x).$$
During the second move they occupy $T\cup\{p\}$, so
$$g(S-q+p,s,r)=\sigma_s(p)\sigma_r(p)\prod_{x\in T}\sigma_s(x)\sigma_r(x).$$
In the product of the two, $\sigma_p(s)\sigma_s(p)=-1$ by (a), since $p\neq s$. This leaves the stated formula. If only two orbitals are occupied, $T$ is empty and its product is $1$.

These equations are `h1`, `h2` and `h4` in the code; `h3` merges the two products over $T$, and `linear_combination` inserts `h4`.

```lean
/-- The phase of a double excitation is a product over the spectator electrons, times a sign
fixed by the order of the two holes and the order of the two particles. -/
theorem doublePhase_eq {S : Finset α} {q p s r : α} (hq : q ∈ S) (hs : s ∈ S) (hqs : q ≠ s)
    (hp : p ∉ S) (hr : r ∉ S) (hpr : p ≠ r) :
    doublePhase S q p s r = -(side q s * side r p) *
      ∏ x ∈ (S.erase q).erase s, side q x * side p x * side s x * side r x := by
  have hps : p ≠ s := fun h => hp (h ▸ hs)
  have hsE : s ∈ S.erase q := Finset.mem_erase.mpr ⟨hqs.symm, hs⟩
  have hs' : s ∈ excite S q p := Finset.mem_insert_of_mem hsE
  have hr' : r ∉ excite S q p := by
    intro h
    rcases Finset.mem_insert.mp h with h | h
    · exact hpr h.symm
    · exact hr (Finset.mem_of_mem_erase h)
  have hpE : p ∉ (S.erase q).erase s := fun h =>
    hp (Finset.mem_of_mem_erase (Finset.mem_of_mem_erase h))
  have hset : (excite S q p).erase s = insert p ((S.erase q).erase s) :=
    Finset.erase_insert_of_ne hps
  -- split off the factor for `s` in the first step and the factor for `p` in the second
  have h1 : phase S q p = side q s * side p s *
      ∏ x ∈ (S.erase q).erase s, side q x * side p x := by
    rw [phase_eq_prod hq hp, ← Finset.mul_prod_erase (S.erase q) _ hsE]
  have h2 : phase (excite S q p) s r = side s p * side r p *
      ∏ x ∈ (S.erase q).erase s, side s x * side r x := by
    rw [phase_eq_prod hs' hr', hset, Finset.prod_insert hpE]
  have h3 : ∏ x ∈ (S.erase q).erase s, side q x * side p x * side s x * side r x =
      (∏ x ∈ (S.erase q).erase s, side q x * side p x) *
        ∏ x ∈ (S.erase q).erase s, side s x * side r x := by
    rw [← Finset.prod_mul_distrib]
    exact Finset.prod_congr rfl fun x _ => by ring
  have h4 : side p s * side s p = -1 := by
    rcases lt_or_gt_of_ne hps with h | h <;> simp [side, h, lt_asymm h]
  rw [doublePhase, h1, h2, h3]
  linear_combination (side q s * side r p *
    (∏ x ∈ (S.erase q).erase s, side q x * side p x) *
    ∏ x ∈ (S.erase q).erase s, side s x * side r x) * h4
```

## (d) Exchanging the particles

**Task.** Show that
$$g(S,q,p)\,g(S-q+p,s,r)=-\,g(S,q,r)\,g(S-q+r,s,p).$$

**Solution.** Exchange $p$ and $r$ in (c). The product over $T$ only has its factors reordered, and $\sigma_q(s)$ does not change. The remaining factor $\sigma_r(p)$ becomes $\sigma_p(r)=-\sigma_r(p)$, so the whole expression changes sign.

The Lean proof applies the closed form to both sides, matches the products by `ring`, and uses `side_swap`.

```lean
/-- Exchanging the particle labels `p` and `r` in a double excitation out of the occupied
orbitals `q` and `s` reverses its phase. -/
theorem phase_exchange_particles {S : Finset α} {q p s r : α} (hq : q ∈ S) (hs : s ∈ S)
    (hqs : q ≠ s) (hp : p ∉ S) (hr : r ∉ S) (hpr : p ≠ r) :
    phase S q p * phase (excite S q p) s r =
      -(phase S q r * phase (excite S q r) s p) := by
  change doublePhase S q p s r = -doublePhase S q r s p
  have h : ∏ x ∈ (S.erase q).erase s, side q x * side p x * side s x * side r x =
      ∏ x ∈ (S.erase q).erase s, side q x * side r x * side s x * side p x :=
    Finset.prod_congr rfl fun x _ => by ring
  rw [doublePhase_eq hq hs hqs hp hr hpr, doublePhase_eq hq hs hqs hr hp hpr.symm, h,
    side_swap hpr.symm]
  ring
```

**A numerical instance.** Take $S=\{0,1\}$, $q=0$, $s=1$, $p=2$, $r=3$.

- The move $0\to2$ passes orbital 1 and gives $-1$. In $\{1,2\}$, the move $1\to3$ passes orbital 2 and gives $-1$. The double phase is $+1$.
- The move $0\to3$ passes orbital 1 and gives $-1$. In $\{1,3\}$, the move $1\to2$ passes nothing and gives $+1$. The double phase is $-1$.

**A mistake to watch for.** The second phase must be counted in the determinant left by the first move. If it is counted in the original $S$, the moves $1\to3$ and $1\to2$ both pass nothing, both pairings get the phase $-1$, and the antisymmetry is lost.

## (e) Exchanging the holes

**Task.** Show that $G(q,p;s,r)=-G(s,p;q,r)$.

**Solution.** Exchange $q$ and $s$ in (c). The set $T$ and its product are unchanged, as is $\sigma_r(p)$, while $\sigma_q(s)$ becomes $\sigma_s(q)=-\sigma_q(s)$. The equality `hE` in the code says that $T$ does not depend on which hole is removed first.

```lean
/-- Exchanging the hole labels `q` and `s` in a double excitation reverses its phase. -/
theorem phase_exchange_holes {S : Finset α} {q p s r : α} (hq : q ∈ S) (hs : s ∈ S)
    (hqs : q ≠ s) (hp : p ∉ S) (hr : r ∉ S) (hpr : p ≠ r) :
    doublePhase S q p s r = -doublePhase S s p q r := by
  have hE : (S.erase q).erase s = (S.erase s).erase q := by
    ext x
    simp only [Finset.mem_erase]
    tauto
  have h : ∏ x ∈ (S.erase s).erase q, side q x * side p x * side s x * side r x =
      ∏ x ∈ (S.erase s).erase q, side s x * side p x * side q x * side r x :=
    Finset.prod_congr rfl fun x _ => by ring
  rw [doublePhase_eq hq hs hqs hp hr hpr, doublePhase_eq hs hq hqs.symm hp hr hpr, hE, h,
    side_swap hqs]
  ring
```

## (f) Every pairing reaches the same determinant

**Task.** Show that the two moves $q\to p$ and $s\to r$ turn $S$ into $(S\setminus\{q,s\})\cup\{p,r\}$ whenever $p\neq s$.

**Solution.** The first move removes $q$ and adds $p$. The second removes $s$, which leaves $p$ in place because $p\neq s$, and then adds $r$. The result is symmetric in the two holes and in the two particles. With $q,s$ occupied and $p,r$ empty, every particle differs from every hole, so the equality applies to each of the four labellings and all of them contribute to the same matrix element. Lean checks the equality element by element, and the equality itself needs only $p\neq s$, with no assumption on occupation.

```lean
/-- If `p ≠ s`, the moves `q → p` and then `s → r` turn `S` into `(S \ {q, s}) ∪ {p, r}`. -/
theorem excite_excite (S : Finset α) {q p s r : α} (hps : p ≠ s) :
    excite (excite S q p) s r = (S \ {q, s}) ∪ {p, r} := by
  ext x
  have hx : x = p → x ≠ s := fun h h' => hps (h.symm.trans h')
  simp only [excite, Finset.mem_insert, Finset.mem_erase, Finset.mem_union,
    Finset.mem_sdiff, Finset.mem_singleton]
  tauto
```

## (g) Direct minus exchange

**Task.** Let $v(a,b,c,d)$ be the amplitude for one electron to go from $c$ to $a$ and the other from $d$ to $b$. Assume $v(a,b,c,d)=v(b,a,d,c)$. Show that half the sum of the four labelled terms, each with its phase, is
$$G(q,p;s,r)\,\bigl[v(p,r,q,s)-v(r,p,q,s)\bigr].$$

**Solution.** Write $G$ for $G(q,p;s,r)$. One exchange of labels gives $-G$, by (d) or (e), and exchanging both pairs gives $G$ again. The sum is
$$\tfrac12\bigl[v(p,r,q,s)\,G-v(r,p,q,s)\,G+v(r,p,s,q)\,G-v(p,r,s,q)\,G\bigr].$$
By the symmetry of $v$, the third amplitude equals the first and the fourth equals the second. The factor $\tfrac12$ removes the double counting.

The hypothesis `hv` expresses that the electrons are identical: renaming them does not change the interaction. Otherwise `v` is an arbitrary complex function, with no integrals behind it. In the proof, `h1`, `h2` and `h3` supply the three phases, and two uses of `hv` merge the amplitudes.

```lean
/-- Half the sum, over the four ways to label the holes `q, s` and the particles `p, r`, of the
two-body amplitude `v` (particles first, then holes) times the phase of that labelling. -/
noncomputable def doubleElement (v : α → α → α → α → ℂ) (S : Finset α) (q p s r : α) : ℂ :=
  1 / 2 * (v p r q s * doublePhase S q p s r + v r p q s * doublePhase S q r s p +
    v r p s q * doublePhase S s r q p + v p r s q * doublePhase S s p q r)

/-- For a double excitation from two distinct occupied orbitals to two distinct empty ones, and an
amplitude `v` symmetric under exchange of the two electrons, half the sum of the four labelled terms
equals the phase times direct minus exchange. -/
theorem slater_condon_double (v : α → α → α → α → ℂ) (hv : ∀ a b c d, v a b c d = v b a d c)
    {S : Finset α} {q p s r : α} (hq : q ∈ S) (hs : s ∈ S) (hqs : q ≠ s)
    (hp : p ∉ S) (hr : r ∉ S) (hpr : p ≠ r) :
    doubleElement v S q p s r = doublePhase S q p s r * (v p r q s - v r p q s) := by
  have h1 : doublePhase S q r s p = -doublePhase S q p s r :=
    phase_exchange_particles hq hs hqs hr hp hpr.symm
  have h2 : doublePhase S s p q r = -doublePhase S q p s r :=
    phase_exchange_holes hs hq hqs.symm hp hr hpr
  -- exchanging both pairs of labels restores the phase
  have h3 : doublePhase S s r q p = doublePhase S q p s r := by
    rw [phase_exchange_holes hs hq hqs.symm hr hp hpr.symm, h1, neg_neg]
  rw [doubleElement, h1, h2, h3, hv r p s q, hv p r s q]
  push_cast
  ring

end DoubleExcitationPhase
```

The four-term sum `doubleElement` is a definition here. Obtaining it from a second-quantised Hamiltonian with orthonormal orbitals is a separate step that the code does not take, and the Slater-Condon rules for equal determinants and for single excitations are not treated. In configuration interaction with determinants built from one orthonormal orbital set, this is the sign rule for elements between determinants that differ in two orbitals.

```lean
#print axioms DoubleExcitationPhase.phase_exchange_particles
#print axioms DoubleExcitationPhase.excite_excite
#print axioms DoubleExcitationPhase.slater_condon_double
```

```
'DoubleExcitationPhase.phase_exchange_particles' depends on axioms: [propext, Classical.choice, Quot.sound]
'DoubleExcitationPhase.excite_excite' depends on axioms: [propext, Classical.choice, Quot.sound]
'DoubleExcitationPhase.slater_condon_double' depends on axioms: [propext, Classical.choice, Quot.sound]
```
